# A half-filling gap for arbitrary moment directions when the moment term exceeds the hopping norm

## One ordered pattern does not settle the others

A gap computed for an antiferromagnetic pattern of local moments says nothing by itself about the same moments pointing in random directions. One might then blame the gap on the order and expect a metal once the order is lost. At half filling, that is, one electron per site, a bound that holds for every set of directions rules this out when the moments are strong enough.

Take $N$ sites with two spin states each and the one-electron Hamiltonian $H=T+M$. The hopping $T$ is Hermitian with operator norm $\|T\|\le w$. On site $i$, the moment term $M$ acts as $D\,n_i\cdot\sigma$, where $n_i$ is a real unit vector and $\sigma$ the vector of Pauli matrices. An isolated site has levels $\pm D$, so $D>0$ is half the exchange splitting. The result concerns non-interacting electrons in prescribed, static moments of equal strength.

## What is stated

`eigenvalue_bound` says that every eigenvalue $E$ of $T+M$ satisfies $|E|\ge D-w$. It needs only that $M$ is symmetric with $M^2=D^2$; the space may be any complex inner product space, and `T` any bounded operator.

`half_filling_gap` treats the lattice. States are vectors in `Electron ι`, with `ι` the finite set of sites; `localMoment D n` is $M$. Direction components 0, 1, 2 are $x,y,z$, and spin indices 0, 1 are up and down. Given an orthonormal eigenbasis `b` with real energies `E` and $D>w$, exactly $N$ levels lie at or below $-(D-w)$ and exactly $N$ at or above $D-w$. For Hermitian $T$ the spectral theorem supplies such a basis.

`zero_net_moment_gap` applies the eigenvalue bound to two sites with directions $a$ and $-a$. The zero sum is that of the prescribed directions, not of the electrons' computed spin.

## Derivation

**The bound.** Since $M$ is Hermitian,
$$\|Mv\|^2=\langle v,M^2v\rangle=D^2\|v\|^2 .$$
If $Hv=Ev$ with $v\ne0$, then $Mv=Ev-Tv$, so $D\|v\|\le|E|\,\|v\|+w\|v\|$. Dividing by $\|v\|$ gives $|E|\ge D-w$.

**Aligned states.** If $Mv=Dv$, then $|\langle v,Tv\rangle|\le w\|v\|^2$ gives
$$\langle v,Hv\rangle\ge(D-w)\|v\|^2 .$$

**One condition per site.** A spinor $(x,y)$ is aligned with the unit vector $a$ if $(a\cdot\sigma)(x,y)=(x,y)$. The first row reads
$$(a_2-1)x+(a_0-ia_1)y=0 .$$
If $a_2\neq1$, this suffices: $a_2-1$ times the second-row residual is
$$(a_2-1)\big[(a_0+ia_1)x-(a_2+1)y\big]=(a_0+ia_1)\big[(a_2-1)x+(a_0-ia_1)y\big]-(a_0^2+a_1^2+a_2^2-1)y=0 .$$
If $a_2=1$, then $a_0=a_1=0$ and the condition is $y=0$.

**Counting.** Let $u_k$ be $m$ orthonormal levels with $E_k\le0$, and $v=\sum_k c_ku_k$. Then $\langle v,Hv\rangle=\sum_kE_k|c_k|^2\le0$. If $m>N$, the $N$ alignment conditions have a solution $c\ne0$, so $v\neq0$ is aligned and $\langle v,Hv\rangle>0$, a contradiction. Hence $m\le N$. Applied to $-H$, which has hopping $-T$ and directions $-n_i$, the argument allows at most $N$ levels with $E\ge0$. There are $2N$ levels and none inside the gap, so both counts equal $N$.

## In a mean-field calculation

Consider non-collinear (generalised) Hartree–Fock for the Hubbard model with repulsion $U>0$, and suppose that all sites have the same charge and the same moment magnitude. Then $D=U|\mu|/2$, where $\mu$ is the difference between the two spin occupations along the local axis, and $n_i$ points opposite to the spin polarisation of site $i$, so that the majority spin is lowered in energy. After subtracting the constant energy shift, one diagonalises the $2N\times2N$ matrix and sorts the levels; levels $N$ and $N+1$ must differ by at least $2(D-w)$ if $D>w$. For hopping amplitude $t$ and at most $z$ neighbours per site, $w=z|t|$ is a valid choice.

## The Lean file

```lean
import Mathlib

open Matrix

namespace LocalMomentGap

section Abstract

variable {V : Type*} [NormedAddCommGroup V] [InnerProductSpace ℂ V]

/-- A symmetric local-moment term with square `D²` stretches every state by the factor `|D|`. -/
theorem norm_moment (M : V →ₗ[ℂ] V) (hM : M.IsSymmetric) {D : ℝ}
    (hsq : ∀ v, M (M v) = (D : ℂ) ^ 2 • v) (v : V) : ‖M v‖ = |D| * ‖v‖ := by
  have h : inner ℂ (M v) (M v) = ((D ^ 2 : ℝ) : ℂ) * inner ℂ v v := by
    rw [hM v (M v), hsq, inner_smul_right, Complex.ofReal_pow]
  have h2 := congrArg Complex.re h
  have a : (inner ℂ (M v) (M v)).re = ‖M v‖ ^ 2 := inner_self_eq_norm_sq (𝕜 := ℂ) _
  have b : (inner ℂ v v).re = ‖v‖ ^ 2 := inner_self_eq_norm_sq (𝕜 := ℂ) _
  rw [Complex.re_ofReal_mul, a, b] at h2
  refine (sq_eq_sq₀ (norm_nonneg _) (by positivity)).1 ?_
  rw [mul_pow, sq_abs, h2]

/-- Every eigenvalue of hopping plus local-moment term has absolute value at least `D - w`,
where `w` bounds the operator norm of the hopping. -/
theorem eigenvalue_bound (T : V →L[ℂ] V) (M : V →ₗ[ℂ] V) (hM : M.IsSymmetric) {D w : ℝ}
    (hsq : ∀ v, M (M v) = (D : ℂ) ^ 2 • v) (hT : ‖T‖ ≤ w) {E : ℂ} {v : V} (hv : v ≠ 0)
    (hE : T v + M v = E • v) : D - w ≤ ‖E‖ := by
  have hpos : 0 < ‖v‖ := norm_pos_iff.2 hv
  have h1 : ‖T v‖ ≤ w * ‖v‖ := T.le_of_opNorm_le hT v
  -- the moment term is the full energy minus the hopping
  have h2 : ‖M v‖ ≤ ‖E • v‖ + ‖T v‖ := by
    have h : M v = E • v - T v := by rw [← hE]; abel
    rw [h]
    exact norm_sub_le _ _
  rw [norm_moment M hM hsq, norm_smul] at h2
  have h3 : D * ‖v‖ ≤ |D| * ‖v‖ := mul_le_mul_of_nonneg_right (le_abs_self D) hpos.le
  refine le_of_mul_le_mul_right ?_ hpos
  linarith [sub_mul D w ‖v‖]

/-- A state on which the moment term acts as `+D` has energy expectation at least
`(D - w)‖v‖²`. -/
theorem aligned_energy (T : V →L[ℂ] V) (M : V →ₗ[ℂ] V) {D w : ℝ} (hT : ‖T‖ ≤ w) {v : V}
    (hv : M v = (D : ℂ) • v) : (D - w) * ‖v‖ ^ 2 ≤ (inner ℂ v (T v + M v)).re := by
  have h1 : |(inner ℂ v (T v)).re| ≤ ‖v‖ * ‖T v‖ :=
    (Complex.abs_re_le_norm _).trans (norm_inner_le_norm _ _)
  have h2 : ‖v‖ * ‖T v‖ ≤ ‖v‖ * (w * ‖v‖) :=
    mul_le_mul_of_nonneg_left (T.le_of_opNorm_le hT v) (norm_nonneg v)
  have b : (inner ℂ v v).re = ‖v‖ ^ 2 := inner_self_eq_norm_sq (𝕜 := ℂ) _
  rw [inner_add_right, hv, inner_smul_right, Complex.add_re, Complex.re_ofReal_mul, b]
  nlinarith [neg_abs_le (inner ℂ v (T v)).re]

end Abstract

variable {ι : Type*}

/-- One-electron states on the sites `ι`, with two spin components per site. -/
abbrev Electron (ι : Type*) := EuclideanSpace ℂ (ι × Fin 2)

/-- The Pauli spin matrix `a·σ` along the vector `a`. -/
noncomputable def spinAlong (a : Fin 3 → ℝ) : Matrix (Fin 2) (Fin 2) ℂ :=
  !![(a 2 : ℂ), a 0 - a 1 * Complex.I; a 0 + a 1 * Complex.I, -(a 2 : ℂ)]

/-- The local-moment term: on site `i` it acts on the spin as `D n_i·σ`. -/
noncomputable def localMoment (D : ℝ) (n : ι → Fin 3 → ℝ) : Electron ι →ₗ[ℂ] Electron ι where
  toFun v := WithLp.toLp 2 fun p => (D : ℂ) * (spinAlong (n p.1) *ᵥ fun s => v (p.1, s)) p.2
  map_add' x y := by
    ext p
    simp [Matrix.mulVec, dotProduct, Fin.sum_univ_two]
    ring
  map_smul' c x := by
    ext p
    simp [Matrix.mulVec, dotProduct, Fin.sum_univ_two]
    ring

/-- The spin-up and spin-down components of the local-moment term acting on a state. -/
theorem localMoment_apply (D : ℝ) (n : ι → Fin 3 → ℝ) (v : Electron ι) (i : ι) :
    localMoment D n v (i, 0) =
      D * (n i 2 * v (i, 0) + (n i 0 - n i 1 * Complex.I) * v (i, 1)) ∧
    localMoment D n v (i, 1) =
      D * ((n i 0 + n i 1 * Complex.I) * v (i, 0) - n i 2 * v (i, 1)) := by
  constructor
  · change (D : ℂ) * (spinAlong (n i) *ᵥ fun s => v (i, s)) 0 = _
    congr 1
    simp [spinAlong, Matrix.mulVec, dotProduct, Fin.sum_univ_two]
  · change (D : ℂ) * (spinAlong (n i) *ᵥ fun s => v (i, s)) 1 = _
    congr 1
    simp [spinAlong, Matrix.mulVec, dotProduct, Fin.sum_univ_two]
    ring

variable [Fintype ι]

/-- The local-moment term is Hermitian, and for unit moment directions its square is `D²`. -/
theorem localMoment_symmetric_sq (D : ℝ) (n : ι → Fin 3 → ℝ)
    (hn : ∀ i, n i 0 ^ 2 + n i 1 ^ 2 + n i 2 ^ 2 = 1) :
    (localMoment D n).IsSymmetric ∧
      ∀ v, localMoment D n (localMoment D n v) = (D : ℂ) ^ 2 • v := by
  constructor
  · intro u v
    simp only [PiLp.inner_apply, Fintype.sum_prod_type, Fin.sum_univ_two]
    refine Finset.sum_congr rfl fun i _ => ?_
    simp only [localMoment_apply, RCLike.inner_apply, map_mul, map_add, map_sub,
      Complex.conj_ofReal, Complex.conj_I]
    ring
  · intro v
    ext ⟨i, s⟩
    have h : (n i 0 : ℂ) ^ 2 + (n i 1 : ℂ) ^ 2 + (n i 2 : ℂ) ^ 2 = 1 := by
      exact_mod_cast hn i
    revert s
    refine Fin.forall_fin_two.2 ⟨?_, ?_⟩
    · change localMoment D n (localMoment D n v) (i, 0) = (D : ℂ) ^ 2 * v (i, 0)
      simp only [localMoment_apply]
      linear_combination (D : ℂ) ^ 2 * v (i, 0) * h
        - (D : ℂ) ^ 2 * v (i, 0) * (n i 1 : ℂ) ^ 2 * Complex.I_sq
    · change localMoment D n (localMoment D n v) (i, 1) = (D : ℂ) ^ 2 * v (i, 1)
      simp only [localMoment_apply]
      linear_combination (D : ℂ) ^ 2 * v (i, 1) * h
        - (D : ℂ) ^ 2 * v (i, 1) * (n i 1 : ℂ) ^ 2 * Complex.I_sq

/-- For a unit direction `a`, there is one linear condition on a spinor that suffices for `a·σ` to
leave it unchanged. -/
theorem alignment_condition (a : Fin 3 → ℝ) (ha : a 0 ^ 2 + a 1 ^ 2 + a 2 ^ 2 = 1) :
    ∃ α β : ℂ, ∀ x y : ℂ, α * x + β * y = 0 →
      a 2 * x + (a 0 - a 1 * Complex.I) * y = x ∧
      (a 0 + a 1 * Complex.I) * x - a 2 * y = y := by
  by_cases h : a 2 = 1
  · rw [h] at ha
    have h0 : a 0 = 0 := (pow_eq_zero_iff two_ne_zero).1
      (by nlinarith [sq_nonneg (a 0), sq_nonneg (a 1)])
    have h1 : a 1 = 0 := (pow_eq_zero_iff two_ne_zero).1
      (by nlinarith [sq_nonneg (a 0), sq_nonneg (a 1)])
    refine ⟨0, 1, fun x y hxy => ?_⟩
    have hy : y = 0 := by simpa using hxy
    simp [h, h0, h1, hy]
  · have hc : (a 2 : ℂ) - 1 ≠ 0 := sub_ne_zero.2 (by exact_mod_cast h)
    have ha' : (a 0 : ℂ) ^ 2 + (a 1 : ℂ) ^ 2 + (a 2 : ℂ) ^ 2 = 1 := by exact_mod_cast ha
    refine ⟨a 2 - 1, a 0 - a 1 * Complex.I, fun x y hxy => ⟨?_, ?_⟩⟩
    · linear_combination hxy
    · apply mul_left_cancel₀ hc
      linear_combination (a 0 + a 1 * Complex.I) * hxy - y * ha'
        + y * (a 1 : ℂ) ^ 2 * Complex.I_sq

/-- If `D > w`, there are at most as many orthonormal levels of nonpositive energy as sites. -/
theorem card_nonpositive_le {κ : Type*} [Fintype κ] {D w : ℝ} (hD : w < D)
    (n : ι → Fin 3 → ℝ) (hn : ∀ i, n i 0 ^ 2 + n i 1 ^ 2 + n i 2 ^ 2 = 1)
    (T : Electron ι →L[ℂ] Electron ι) (hT : ‖T‖ ≤ w) (u : κ → Electron ι)
    (hu : Orthonormal ℂ u) (E : κ → ℝ) (hE : ∀ k, E k ≤ 0)
    (hH : ∀ k, T (u k) + localMoment D n (u k) = (E k : ℂ) • u k) :
    Fintype.card κ ≤ Fintype.card ι := by
  choose α β hαβ using fun i => alignment_condition (n i) (hn i)
  let L : Electron ι →ₗ[ℂ] (ι → ℂ) :=
    { toFun := fun v i => α i * v (i, 0) + β i * v (i, 1)
      map_add' := by intro x y; ext i; simp; ring
      map_smul' := by intro c x; ext i; simp; ring }
  have hinj : Function.Injective (L ∘ₗ Fintype.linearCombination ℂ u) := by
    rw [← LinearMap.ker_eq_bot, LinearMap.ker_eq_bot']
    intro c hc
    rw [LinearMap.comp_apply, Fintype.linearCombination_apply] at hc
    obtain ⟨v, hv⟩ : ∃ v, v = ∑ k, c k • u k := ⟨_, rfl⟩
    rw [← hv] at hc
    -- the conditions force alignment with the moment on every site
    have hal : localMoment D n v = (D : ℂ) • v := by
      ext ⟨i, s⟩
      have h := hαβ i (v (i, 0)) (v (i, 1)) (congrFun hc i)
      revert s
      refine Fin.forall_fin_two.2 ⟨?_, ?_⟩
      · change localMoment D n v (i, 0) = (D : ℂ) * v (i, 0)
        rw [(localMoment_apply D n v i).1, h.1]
      · change localMoment D n v (i, 1) = (D : ℂ) * v (i, 1)
        rw [(localMoment_apply D n v i).2, h.2]
    have hHv : T v + localMoment D n v = ∑ k, (c k * (E k : ℂ)) • u k := by
      simp only [hv, map_sum, map_smul, ← Finset.sum_add_distrib, ← smul_add, hH, smul_smul]
    -- but a combination of these levels has nonpositive energy
    have hen : (inner ℂ v (T v + localMoment D n v)).re ≤ 0 := by
      rw [hHv, hv, hu.inner_sum, Complex.re_sum]
      refine Finset.sum_nonpos fun k _ => ?_
      have h : ((starRingEnd ℂ) (c k) * (c k * (E k : ℂ))).re
          = E k * Complex.normSq (c k) := by
        simp [Complex.normSq_apply]
        ring
      rw [h]
      nlinarith [mul_nonneg (neg_nonneg.2 (hE k)) (Complex.normSq_nonneg (c k))]
    have hv0 : v = 0 := by
      by_contra hne
      have hpos : 0 < ‖v‖ := norm_pos_iff.2 hne
      have := aligned_energy T (localMoment D n) hT hal
      linarith [mul_pos (sub_pos.2 hD) (pow_pos hpos 2)]
    exact funext (Fintype.linearIndependent_iff.1 hu.linearIndependent c (hv.symm.trans hv0))
  simpa using LinearMap.finrank_le_finrank_of_injective hinj

/-- For arbitrary unit moment directions and `D > w`, any orthonormal eigenbasis has exactly one
level per site at or below `-(D - w)` and exactly one per site at or above `D - w`. -/
theorem half_filling_gap {κ : Type*} [Fintype κ] {D w : ℝ} (hD : w < D)
    (n : ι → Fin 3 → ℝ) (hn : ∀ i, n i 0 ^ 2 + n i 1 ^ 2 + n i 2 ^ 2 = 1)
    (T : Electron ι →L[ℂ] Electron ι) (hT : ‖T‖ ≤ w)
    (b : OrthonormalBasis κ ℂ (Electron ι)) (E : κ → ℝ)
    (hb : ∀ k, T (b k) + localMoment D n (b k) = (E k : ℂ) • b k) :
    Fintype.card {k // E k ≤ -(D - w)} = Fintype.card ι ∧
      Fintype.card {k // D - w ≤ E k} = Fintype.card ι := by
  classical
  have hlow := card_nonpositive_le hD n hn T hT (fun k : {k // E k ≤ -(D - w)} => b k)
    (b.orthonormal.comp _ Subtype.val_injective) (fun k => E k)
    (fun k => by linarith [k.2]) (fun k => hb k)
  -- reversing hopping and moments turns the upper levels into lower ones
  have hneg : ∀ v, localMoment D (fun i => -n i) v = -localMoment D n v := by
    intro v
    ext ⟨i, s⟩
    revert s
    refine Fin.forall_fin_two.2 ⟨?_, ?_⟩
    · change localMoment D (fun i => -n i) v (i, 0) = -(localMoment D n v (i, 0))
      simp only [localMoment_apply, Pi.neg_apply, Complex.ofReal_neg]
      ring
    · change localMoment D (fun i => -n i) v (i, 1) = -(localMoment D n v (i, 1))
      simp only [localMoment_apply, Pi.neg_apply, Complex.ofReal_neg]
      ring
  have hhigh := card_nonpositive_le hD (fun i => -n i) (fun i => by simpa using hn i) (-T)
    (by rwa [norm_neg]) (fun k : {k // D - w ≤ E k} => b k)
    (b.orthonormal.comp _ Subtype.val_injective) (fun k => -E k)
    (fun k => by linarith [k.2])
    (fun k => by
      simp only [hneg, _root_.neg_apply, Complex.ofReal_neg, neg_smul, ← hb]
      abel)
  have htot : Fintype.card κ = Fintype.card ι * 2 := by
    have h := Module.finrank_eq_card_basis b.toBasis
    rw [finrank_euclideanSpace, Fintype.card_prod, Fintype.card_fin] at h
    exact h.symm
  obtain ⟨hs, hq⟩ := localMoment_symmetric_sq D n hn
  -- the eigenvalue bound leaves no level inside the gap
  have hcover : (Finset.univ : Finset κ) ⊆ Finset.univ.filter (fun k => E k ≤ -(D - w)) ∪
      Finset.univ.filter (fun k => D - w ≤ E k) := by
    intro k _
    have h := eigenvalue_bound T _ hs hq hT (b.orthonormal.ne_zero k) (hb k)
    rw [Complex.norm_real, Real.norm_eq_abs] at h
    simp only [Finset.mem_union, Finset.mem_filter, Finset.mem_univ, true_and]
    rcases le_abs.1 h with h | h
    · exact Or.inr h
    · exact Or.inl (by linarith)
  have hsum := (Finset.card_le_card hcover).trans (Finset.card_union_le _ _)
  rw [Finset.card_univ, ← Fintype.card_subtype, ← Fintype.card_subtype] at hsum
  constructor <;> omega

/-- Two opposite unit moments have zero sum, and every eigenvalue of the two-site Hamiltonian
still has absolute value at least `D - w`. -/
theorem zero_net_moment_gap (a : Fin 3 → ℝ) (ha : a 0 ^ 2 + a 1 ^ 2 + a 2 ^ 2 = 1) {D w : ℝ}
    (T : Electron (Fin 2) →L[ℂ] Electron (Fin 2)) (hT : ‖T‖ ≤ w) :
    ∑ i, (![a, -a] : Fin 2 → Fin 3 → ℝ) i = 0 ∧
      ∀ (E : ℂ) (v : Electron (Fin 2)), v ≠ 0 →
        T v + localMoment D ![a, -a] v = E • v → D - w ≤ ‖E‖ := by
  refine ⟨by simp [Fin.sum_univ_two], fun E v hv hE => ?_⟩
  obtain ⟨hs, hq⟩ := localMoment_symmetric_sq D ![a, -a]
    (Fin.forall_fin_two.2 ⟨by simpa using ha, by simpa using ha⟩)
  exact eigenvalue_bound T _ hs hq hT hv hE

end LocalMomentGap
```

```lean
#print axioms LocalMomentGap.half_filling_gap
-- 'LocalMomentGap.half_filling_gap' depends on axioms: [propext, Classical.choice, Quot.sound]
#print axioms LocalMomentGap.zero_net_moment_gap
-- 'LocalMomentGap.zero_net_moment_gap' depends on axioms: [propext, Classical.choice, Quot.sound]
```

## How the proof follows the derivation

`norm_moment` uses symmetry to move one $M$ across the inner product, and `eigenvalue_bound` adds the triangle inequality. `aligned_energy` is the expectation estimate, by Cauchy–Schwarz.

`localMoment_symmetric_sq` checks the two properties of $M$ by components; `linear_combination` combines the unit length of $n_i$ with $i^2=-1$. `alignment_condition` splits on $a_2=1$, as above.

`card_nonpositive_le` turns the contradiction into an injectivity statement. The map from coefficients $c$ to the $N$ alignment values has zero kernel, so its domain has dimension at most $N$. In `half_filling_gap`, `hneg` reverses the moments, `hcover` uses the eigenvalue bound to place every level in one of the two sets, and `omega` finishes the count.
